# A one-centre projection other than 0 and 1 has the same Euclidean operator norm as its complement

In two dimensions, the partial wave $(1,0)^T$ and the projector $(1,t)^T$, with $t$ real, have overlap 1 and give

$$\Pi=\begin{pmatrix}1&t\\0&0\end{pmatrix},\qquad 1-\Pi=\begin{pmatrix}0&-t\\0&1\end{pmatrix}.$$

The first matrix stretches the unit vector along $(1,t)^T$ by $\sqrt{1+t^2}$, the second stretches $(0,1)^T$ by the same factor, and neither stretches any vector more.

In Lean 4 with Mathlib:

```lean
import Mathlib

open Matrix

namespace PAWProjectorGeometry

noncomputable section

section Hilbert

variable {H : Type*} [NormedAddCommGroup H] [InnerProductSpace ℂ H]

/-- A non-zero vector `u`, multiplied by `‖v‖ / ‖u‖`, has the length of `v`. -/
theorem norm_rescale (u v : H) (hu : u ≠ 0) :
    ‖((‖v‖ / ‖u‖ : ℝ) : ℂ) • u‖ = ‖v‖ := by
  have hu' : ‖u‖ ≠ 0 := norm_ne_zero_iff.mpr hu
  rw [norm_smul, Complex.norm_real, Real.norm_of_nonneg (by positivity),
    div_mul_cancel₀ _ hu']

/-- If two non-zero vectors exchange their lengths and keep their directions,
the length of their sum does not change. -/
theorem norm_exchange (u v : H) (hu : u ≠ 0) (hv : v ≠ 0) :
    ‖((‖v‖ / ‖u‖ : ℝ) : ℂ) • u + ((‖u‖ / ‖v‖ : ℝ) : ℂ) • v‖ = ‖u + v‖ := by
  have hu' : ‖u‖ ≠ 0 := norm_ne_zero_iff.mpr hu
  have hv' : ‖v‖ ≠ 0 := norm_ne_zero_iff.mpr hv
  have hab : ‖v‖ / ‖u‖ * (‖u‖ / ‖v‖) = 1 := by field_simp
  -- the two scale factors cancel in the overlap
  have hin : inner ℂ (((‖v‖ / ‖u‖ : ℝ) : ℂ) • u) (((‖u‖ / ‖v‖ : ℝ) : ℂ) • v)
      = inner ℂ u v := by
    rw [inner_smul_left, inner_smul_right, Complex.conj_ofReal, ← mul_assoc,
      ← Complex.ofReal_mul, hab, Complex.ofReal_one, one_mul]
  refine (sq_eq_sq₀ (norm_nonneg _) (norm_nonneg _)).mp ?_
  rw [norm_add_sq (𝕜 := ℂ), norm_add_sq (𝕜 := ℂ) u v, hin,
    norm_rescale u v hu, norm_rescale v u hv]
  ring

/-- A non-zero bounded projection, orthogonal or oblique, has operator norm at least 1. -/
theorem one_le_norm_projection (E : H →L[ℂ] H) (hE : IsIdempotentElem E) (h0 : E ≠ 0) :
    1 ≤ ‖E‖ := by
  have h := norm_mul_le E E
  rw [hE.eq] at h
  have hpos : 0 < ‖E‖ := norm_pos_iff.mpr h0
  nlinarith

/-- The complement `1 - E` of a non-zero bounded projection `E` has operator norm
at most that of `E`. -/
theorem norm_complement_le (E : H →L[ℂ] H) (hE : IsIdempotentElem E) (h0 : E ≠ 0) :
    ‖1 - E‖ ≤ ‖E‖ := by
  refine ContinuousLinearMap.opNorm_le_bound _ (norm_nonneg _) (fun x => ?_)
  have hEE : E (E x) = E x := DFunLike.congr_fun hE.eq x
  change ‖x - E x‖ ≤ ‖E‖ * ‖x‖
  by_cases hu : E x = 0
  · rw [hu, sub_zero]
    exact le_mul_of_one_le_left (norm_nonneg x) (one_le_norm_projection E hE h0)
  by_cases hv : x - E x = 0
  · rw [hv, norm_zero]
    positivity
  -- exchange the lengths of the two components of x
  have hy := norm_exchange (E x) (x - E x) hu hv
  have hx : E x + (x - E x) = x := by abel
  rw [hx] at hy
  have hEy : E (((‖x - E x‖ / ‖E x‖ : ℝ) : ℂ) • E x
      + ((‖E x‖ / ‖x - E x‖ : ℝ) : ℂ) • (x - E x))
      = ((‖x - E x‖ / ‖E x‖ : ℝ) : ℂ) • E x := by
    simp only [map_add, map_smul, map_sub, hEE, sub_self, smul_zero, add_zero]
  have hb := E.le_opNorm (((‖x - E x‖ / ‖E x‖ : ℝ) : ℂ) • E x
      + ((‖E x‖ / ‖x - E x‖ : ℝ) : ℂ) • (x - E x))
  rw [hEy, hy, norm_rescale _ _ hu] at hb
  exact hb

end Hilbert

variable {n m : ℕ}

/-- The Euclidean length of a coefficient vector. -/
def vecNorm (v : Fin n → ℂ) : ℝ :=
  norm (E := EuclideanSpace ℂ (Fin n)) (WithLp.toLp 2 v)

/-- The operator norm of a square matrix with respect to Euclidean length. -/
def opNorm (A : Matrix (Fin n) (Fin n) ℂ) : ℝ :=
  ‖Matrix.toEuclideanCLM (n := Fin n) (𝕜 := ℂ) A‖

/-- The one-centre operator `Phit Pᴴ` of smooth partial waves `Phit` and projectors `P`. -/
def oneCentre (Phit P : Matrix (Fin n) (Fin m) ℂ) : Matrix (Fin n) (Fin n) ℂ :=
  Phit * Pᴴ

/-- The incompleteness operator `1 - Phit Pᴴ`. -/
def incompleteness (Phit P : Matrix (Fin n) (Fin m) ℂ) : Matrix (Fin n) (Fin n) ℂ :=
  1 - oneCentre Phit P

/-- For at least one partial wave and dual projectors, the one-centre operator acts on
Euclidean space as a non-zero projection. -/
theorem oneCentre_projection (Phit P : Matrix (Fin n) (Fin m) ℂ) (hm : 0 < m)
    (h : Pᴴ * Phit = 1) :
    IsIdempotentElem (Matrix.toEuclideanCLM (n := Fin n) (𝕜 := ℂ) (oneCentre Phit P)) ∧
      Matrix.toEuclideanCLM (n := Fin n) (𝕜 := ℂ) (oneCentre Phit P) ≠ 0 := by
  constructor
  · have hi : oneCentre Phit P * oneCentre Phit P = oneCentre Phit P := by
      unfold oneCentre
      rw [Matrix.mul_assoc, ← Matrix.mul_assoc Pᴴ Phit Pᴴ, h, Matrix.one_mul]
    unfold IsIdempotentElem
    rw [← map_mul, hi]
  · intro h0
    have hz : Phit * Pᴴ = 0 := EquivLike.injective
      (Matrix.toEuclideanCLM (n := Fin n) (𝕜 := ℂ)) (h0.trans (map_zero _).symm)
    -- the trace counts the partial waves
    have ht : Matrix.trace (Phit * Pᴴ) = (m : ℂ) := by
      rw [Matrix.trace_mul_comm, h, Matrix.trace_one, Fintype.card_fin]
    rw [hz, Matrix.trace_zero] at ht
    have : m = 0 := by exact_mod_cast ht.symm
    omega

/-- For dual projectors and partial waves, with at least one partial wave and fewer partial
waves than basis functions, the one-centre projection and the incompleteness operator have
equal Euclidean operator norms, both at least 1. -/
theorem opNorm_oneCentre_eq_incompleteness (Phit P : Matrix (Fin n) (Fin m) ℂ)
    (hm : 0 < m) (hmn : m < n) (h : Pᴴ * Phit = 1) :
    opNorm (oneCentre Phit P) = opNorm (incompleteness Phit P) ∧
      1 ≤ opNorm (oneCentre Phit P) ∧ 1 ≤ opNorm (incompleteness Phit P) := by
  obtain ⟨hi, h0⟩ := oneCentre_projection Phit P hm h
  have h1 : Matrix.toEuclideanCLM (n := Fin n) (𝕜 := ℂ) (oneCentre Phit P) ≠ 1 := by
    intro h1
    have hz : Phit * Pᴴ = 1 := EquivLike.injective
      (Matrix.toEuclideanCLM (n := Fin n) (𝕜 := ℂ)) (h1.trans (map_one _).symm)
    have ht : Matrix.trace (Phit * Pᴴ) = (m : ℂ) := by
      rw [Matrix.trace_mul_comm, h, Matrix.trace_one, Fintype.card_fin]
    rw [hz, Matrix.trace_one, Fintype.card_fin] at ht
    have : n = m := by exact_mod_cast ht
    omega
  unfold opNorm incompleteness
  rw [map_sub, map_one]
  -- both the projection and its complement are non-zero projections
  have hc := sub_ne_zero.mpr h1.symm
  have hle := norm_complement_le _ hi.one_sub hc
  rw [sub_sub_cancel] at hle
  exact ⟨le_antisymm hle (norm_complement_le _ hi h0),
    one_le_norm_projection _ hi h0, one_le_norm_projection _ hi.one_sub hc⟩

/-- A square matrix stretches the Euclidean length of a vector by at most its operator norm. -/
theorem vecNorm_mulVec_le (A : Matrix (Fin n) (Fin n) ℂ) (v : Fin n → ℂ) :
    vecNorm (A *ᵥ v) ≤ opNorm A * vecNorm v := by
  have e : Matrix.toEuclideanCLM (n := Fin n) (𝕜 := ℂ) A (WithLp.toLp 2 v)
      = WithLp.toLp 2 (A *ᵥ v) := rfl
  unfold vecNorm opNorm
  rw [← e]
  exact ContinuousLinearMap.le_opNorm
    (Matrix.toEuclideanCLM (n := Fin n) (𝕜 := ℂ) A) (WithLp.toLp 2 v)

/-- For dual projectors and at least one partial wave, the error of the one-centre expansion
of `x` is at most the norm of the one-centre projection times the distance from `x` to any
combination `Phit c` of partial waves. -/
theorem expansion_error_le (Phit P : Matrix (Fin n) (Fin m) ℂ) (hm : 0 < m)
    (h : Pᴴ * Phit = 1) (x : Fin n → ℂ) (c : Fin m → ℂ) :
    vecNorm (incompleteness Phit P *ᵥ x)
      ≤ opNorm (oneCentre Phit P) * vecNorm (x - Phit *ᵥ c) := by
  obtain ⟨hi, h0⟩ := oneCentre_projection Phit P hm h
  -- combinations of partial waves are expanded without error
  have hz : incompleteness Phit P *ᵥ (Phit *ᵥ c) = 0 := by
    rw [Matrix.mulVec_mulVec, incompleteness, oneCentre, Matrix.sub_mul, Matrix.one_mul,
      Matrix.mul_assoc, h, Matrix.mul_one, sub_self, Matrix.zero_mulVec]
  have he : incompleteness Phit P *ᵥ x = incompleteness Phit P *ᵥ (x - Phit *ᵥ c) := by
    rw [Matrix.mulVec_sub, hz, sub_zero]
  have hb := vecNorm_mulVec_le (incompleteness Phit P) (x - Phit *ᵥ c)
  have hc : opNorm (incompleteness Phit P) ≤ opNorm (oneCentre Phit P) := by
    unfold opNorm incompleteness
    rw [map_sub, map_one]
    exact norm_complement_le _ hi h0
  rw [he]
  exact hb.trans (mul_le_mul_of_nonneg_right hc (norm_nonneg _))

/-- In two dimensions the partial wave `(1, 0)` and the projector `(1, t)`, with `t` real, are
dual, and their one-centre projection has norm `√(1 + t²)`. -/
theorem skew_pair_witness (t : ℝ) :
    (!![1; (t : ℂ)] : Matrix (Fin 2) (Fin 1) ℂ)ᴴ * (!![1; 0] : Matrix (Fin 2) (Fin 1) ℂ) = 1 ∧
      opNorm (oneCentre !![1; 0] !![1; (t : ℂ)]) = √(1 + t ^ 2) := by
  constructor
  · ext i j
    fin_cases i; fin_cases j
    simp [Matrix.mul_apply, Fin.sum_univ_succ]
  have hA : oneCentre !![1; 0] !![1; (t : ℂ)] = !![1, (t : ℂ); 0, 0] := by
    ext i j
    fin_cases i <;> fin_cases j <;> simp [oneCentre, Matrix.mul_apply]
  have hAA : !![1, (t : ℂ); 0, 0] * star !![1, (t : ℂ); 0, 0]
      = ((1 + t ^ 2 : ℝ) : ℂ) • (!![1, 0; 0, 0] : Matrix (Fin 2) (Fin 2) ℂ) := by
    ext i j
    fin_cases i <;> fin_cases j <;>
      simp [Matrix.mul_apply, Fin.sum_univ_succ, Matrix.star_apply]
    ring
  have hD : (!![1, 0; 0, 0] : Matrix (Fin 2) (Fin 2) ℂ)
      * star (!![1, 0; 0, 0] : Matrix (Fin 2) (Fin 2) ℂ)
      = (!![1, 0; 0, 0] : Matrix (Fin 2) (Fin 2) ℂ) := by
    ext i j
    fin_cases i <;> fin_cases j <;>
      simp [Matrix.mul_apply, Fin.sum_univ_succ, Matrix.star_apply]
  -- the norm of B Bᴴ is the square of the norm of B
  have key : ∀ B : Matrix (Fin 2) (Fin 2) ℂ, opNorm (B * star B) = opNorm B * opNorm B := by
    intro B
    unfold opNorm
    rw [map_mul, map_star]
    exact CStarRing.norm_self_mul_star
  have hN : opNorm (!![1, 0; 0, 0] : Matrix (Fin 2) (Fin 2) ℂ) ≠ 0 := by
    refine norm_ne_zero_iff.mpr (fun h0 => ?_)
    have hz : (!![1, 0; 0, 0] : Matrix (Fin 2) (Fin 2) ℂ) = 0 := EquivLike.injective
      (Matrix.toEuclideanCLM (n := Fin 2) (𝕜 := ℂ)) (h0.trans (map_zero _).symm)
    have h00 := congrFun (congrFun hz 0) 0
    simp at h00
  have hD1 : opNorm (!![1, 0; 0, 0] : Matrix (Fin 2) (Fin 2) ℂ) = 1 := by
    have hk := key !![1, 0; 0, 0]
    rw [hD] at hk
    exact mul_left_cancel₀ hN (by rw [mul_one]; exact hk.symm)
  have hs : opNorm (((1 + t ^ 2 : ℝ) : ℂ) • (!![1, 0; 0, 0] : Matrix (Fin 2) (Fin 2) ℂ))
      = 1 + t ^ 2 := by
    unfold opNorm at hD1 ⊢
    rw [map_smul, norm_smul, hD1, mul_one, Complex.norm_real,
      Real.norm_of_nonneg (by positivity)]
  have hsq := key !![1, (t : ℂ); 0, 0]
  rw [hAA, hs] at hsq
  rw [hA, hsq]
  exact (Real.sqrt_mul_self (norm_nonneg _)).symm

end

end PAWProjectorGeometry
```

```lean
#print axioms PAWProjectorGeometry.opNorm_oneCentre_eq_incompleteness
-- 'PAWProjectorGeometry.opNorm_oneCentre_eq_incompleteness' depends on axioms: [propext, Classical.choice, Quot.sound]
#print axioms PAWProjectorGeometry.expansion_error_le
-- 'PAWProjectorGeometry.expansion_error_le' depends on axioms: [propext, Classical.choice, Quot.sound]
```

## The error of an incomplete partial-wave expansion

In the projector augmented-wave method, a smooth wavefunction near an atom is expanded in smooth partial waves, with coefficients supplied by projectors. With few partial waves the expansion is incomplete, and one wants to know how large the remainder can be.

The columns of `Phit` are the $m$ smooth partial waves, usually written $\tilde\phi_i$, and those of `P` are the projectors $\tilde p_i$. Both are given by $n$ coefficients in an orthonormal basis. The hypothesis `Pᴴ * Phit = 1` is the duality condition $\langle\tilde p_i|\tilde\phi_j\rangle=\delta_{ij}$. Then `oneCentre Phit P` is $\Pi=\sum_i|\tilde\phi_i\rangle\langle\tilde p_i|$, and `incompleteness Phit P` is $1-\Pi$, which returns the part of a wavefunction that the expansion misses.

`vecNorm` is the Euclidean length of a coefficient vector. `opNorm` is the largest factor by which a square matrix stretches that length; `toEuclideanCLM` turns the matrix into the corresponding map on Euclidean space.

The main theorem, `opNorm_oneCentre_eq_incompleteness`, says that for $0<m<n$ and dual projectors

$$\|\Pi\|=\|1-\Pi\|\ge 1 .$$

If $m=n>0$, duality forces $\Pi=1$, and the two norms are 1 and 0.

For any $m>0$, `expansion_error_le` adds that

$$\|(1-\Pi)x\|\le\|\Pi\|\,\|x-\tilde\Phi c\|$$

for every vector $x$ and all coefficients $c$, where $\tilde\Phi$ is the matrix `Phit`. For a single site in a finite basis, $\|\Pi\|$ therefore bounds how much worse the PAW expansion can be than the best fit by the same partial waves. The matrix theorems apply to an actual dataset once its functions inside the augmentation sphere are represented by coefficients in a finite orthonormal basis and duality holds for these coefficients.

## Exchanging the lengths of two components

Let $E$ be a non-zero bounded projection, $E^2=E$; in finite dimensions every projection is bounded. From $\|E\|=\|E^2\|\le\|E\|^2$ and $\|E\|>0$ follows $\|E\|\ge1$; this is `one_le_norm_projection`.

Now split a vector as $x=u+v$ with $u=Ex$ and $v=x-Ex$, so that $Eu=u$ and $Ev=0$. If $u=0$, then $\|v\|=\|x\|\le\|E\|\|x\|$. If $v=0$, there is nothing to show. Otherwise set $a=\|v\|/\|u\|$, $b=\|u\|/\|v\|$ and $y=au+bv$. Since $ab=1$,

$$\|y\|^2=\|v\|^2+2\,\mathrm{Re}\langle u,v\rangle+\|u\|^2=\|x\|^2 .$$

This is `norm_exchange`, with `norm_rescale` supplying the new lengths. But $Ey=au$ has length $\|v\|$, so

$$\|x-Ex\|=\|Ey\|\le\|E\|\,\|y\|=\|E\|\,\|x\| .$$

Hence $\|1-E\|\le\|E\|$. In `norm_complement_le`, the two `by_cases` lines are the special cases, `hEy` is $Ey=au$, and `hb` is the final estimate.

## From duality to equality

Duality gives $\Pi^2=\tilde\Phi(P^\dagger\tilde\Phi)P^\dagger=\Pi$. The trace counts the partial waves: $\mathrm{tr}\,\Pi=\mathrm{tr}(P^\dagger\tilde\Phi)=m$. So $\Pi\ne0$ because $m>0$ (`oneCentre_projection`), and $\Pi\ne1$ because $m\ne n$. Both $\Pi$ and $1-\Pi$ are then non-zero projections. Applying the inequality to each gives the two directions that `le_antisymm` joins.

For the error bound, $(1-\Pi)\tilde\Phi c=\tilde\Phi c-\tilde\Phi(P^\dagger\tilde\Phi)c=0$. Thus $(1-\Pi)x=(1-\Pi)(x-\tilde\Phi c)$, and $\|1-\Pi\|\le\|\Pi\|$ finishes the estimate.

The two-dimensional example is `skew_pair_witness`, which proves the value of $\|\Pi\|$. There $\Pi\Pi^\dagger=(1+t^2)D$ with $D=\mathrm{diag}(1,0)$ and $\|D\|=1$, and $\|\Pi\Pi^\dagger\|=\|\Pi\|^2$ gives $\|\Pi\|=\sqrt{1+t^2}$. For the normalised projector $(1,t)^T/\sqrt{1+t^2}$, the overlap with the partial wave is $1/\sqrt{1+t^2}$, so the norm is the reciprocal of this overlap and grows as the two directions separate.

## The same equality in a non-orthogonal basis

The exchange of lengths uses only an inner product. Let $S$ be the positive definite overlap matrix of the basis functions. For $0<m<n$ and dual projectors, the same argument gives $\|\Pi\|_S=\|1-\Pi\|_S$ for the operator norm belonging to the length $\sqrt{x^\dagger Sx}$. The columns of $P$ then hold the overlaps $\langle\chi_\mu|\tilde p_i\rangle$ of the basis functions $\chi_\mu$ with the projectors.
